# All Solutions of the Darboux Partner Equation at the Energy of a Positive Seed

Throughout, functions on the line are real-valued, units are chosen so that $\hbar^2/2m=1$, and the Schrödinger equation reads $-\varphi''+V\varphi=E\varphi$. A positive solution $u$ at energy $e$, called the seed, defines the partner potential $V-2(\log u)''$, and $e$ is called the factorisation energy.

```lean
import Mathlib

namespace DarbouxPartnerSolutions

noncomputable section

/-- The functions `f₁` and `f₂` are the first and second derivatives of `f` on the line. -/
structure HasTwoDerivs (f f₁ f₂ : ℝ → ℝ) : Prop where
  first : ∀ x, HasDerivAt f (f₁ x) x
  second : ∀ x, HasDerivAt f₁ (f₂ x) x

/-- The twice differentiable function `φ` solves `-φ'' + V φ = E φ` on the line. -/
def Solves (V : ℝ → ℝ) (E : ℝ) (φ : ℝ → ℝ) : Prop :=
  ∃ φ₁ φ₂ : ℝ → ℝ, HasTwoDerivs φ φ₁ φ₂ ∧ ∀ x, -φ₂ x + V x * φ x = E * φ x

/-- The Darboux transformed potential `V - 2 (log f)''`. -/
def darboux (V f : ℝ → ℝ) (x : ℝ) : ℝ :=
  V x - 2 * deriv (deriv (fun y => Real.log (f y))) x

/-- The iterated derivative of `f` is its second derivative `f₂`. -/
theorem HasTwoDerivs.deriv_deriv {f f₁ f₂ : ℝ → ℝ} (h : HasTwoDerivs f f₁ f₂) (x : ℝ) :
    deriv (deriv f) x = f₂ x := by
  have h1 : deriv f = f₁ := funext fun y => (h.first y).deriv
  rw [h1]
  exact (h.second x).deriv

/-- For positive `f`, the logarithm has first derivative `f'/f` and second derivative
`f''/f - (f'/f)²`. -/
theorem log_hasTwoDerivs {f f₁ f₂ : ℝ → ℝ} (h : HasTwoDerivs f f₁ f₂) (hf : ∀ x, 0 < f x) :
    HasTwoDerivs (fun x => Real.log (f x)) (fun x => f₁ x / f x)
      (fun x => f₂ x / f x - (f₁ x / f x) ^ 2) := by
  refine ⟨fun x => (h.first x).log (hf x).ne', fun x => ?_⟩
  have hne := (hf x).ne'
  refine ((h.second x).fun_div (h.first x) hne).congr_deriv ?_
  field_simp

/-- At each point, the partner equation for a value `a` and second derivative `b` is
equivalent to `b u² = (2 u'² - u u'') a`. -/
theorem partner_equation_iff {V u u₁ u₂ : ℝ → ℝ} {e : ℝ} (hpos : ∀ x, 0 < u x)
    (hu : HasTwoDerivs u u₁ u₂) (eu : ∀ x, -u₂ x + V x * u x = e * u x) (x a b : ℝ) :
    -b + darboux V u x * a = e * a ↔
      b * u x ^ 2 = (2 * u₁ x ^ 2 - u x * u₂ x) * a := by
  have hne := (hpos x).ne'
  have h0 : deriv (deriv (fun y => Real.log (u y))) x = u₂ x / u x - (u₁ x / u x) ^ 2 :=
    (log_hasTwoDerivs hu hpos).deriv_deriv x
  have hL : deriv (deriv (fun y => Real.log (u y))) x * u x ^ 2
      = u₂ x * u x - u₁ x ^ 2 := by
    rw [h0]
    field_simp
  unfold darboux
  constructor
  · intro h
    linear_combination (-(u x ^ 2)) * h + a * u x * eu x - 2 * a * hL
  · intro h
    apply mul_left_cancel₀ (pow_ne_zero 2 hne)
    linear_combination (-1 : ℝ) * h + a * u x * eu x - 2 * a * hL

/-- A function on the line with zero derivative keeps its value at the origin. -/
theorem eq_at_zero {F : ℝ → ℝ} (h : ∀ x, HasDerivAt F 0 x) (x : ℝ) : F x = F 0 :=
  is_const_of_deriv_eq_zero (fun y => (h y).differentiableAt) (fun y => (h y).deriv) x 0

/-- For every partner solution `φ` at the factorisation energy, the derivative
`φ' u + φ u'` of the product `u φ` is a constant multiple of `u²`. -/
theorem product_derivative {V u u₁ u₂ φ φ₁ φ₂ : ℝ → ℝ} {e : ℝ} (hpos : ∀ x, 0 < u x)
    (hu : HasTwoDerivs u u₁ u₂) (eu : ∀ x, -u₂ x + V x * u x = e * u x)
    (hφ : HasTwoDerivs φ φ₁ φ₂) (eφ : ∀ x, -φ₂ x + darboux V u x * φ x = e * φ x) :
    ∃ d : ℝ, ∀ x, φ₁ x * u x + φ x * u₁ x = d * u x ^ 2 := by
  have hF : ∀ x, HasDerivAt (fun y => (φ₁ y * u y + φ y * u₁ y) / (u y * u y)) 0 x := by
    intro x
    have hne := (hpos x).ne'
    have K := (partner_equation_iff hpos hu eu x (φ x) (φ₂ x)).1 (eφ x)
    refine ((((hφ.second x).fun_mul (hu.first x)).fun_add
      ((hφ.first x).fun_mul (hu.second x))).fun_div
      ((hu.first x).fun_mul (hu.first x)) (mul_ne_zero hne hne)).congr_deriv ?_
    -- the numerator vanishes by the partner equation
    rw [div_eq_zero_iff]
    left
    linear_combination u x * K
  refine ⟨(φ₁ 0 * u 0 + φ 0 * u₁ 0) / (u 0 * u 0), fun x => ?_⟩
  have hne := (hpos x).ne'
  have h : (φ₁ x * u x + φ x * u₁ x) / (u x * u x)
      = (φ₁ 0 * u 0 + φ 0 * u₁ 0) / (u 0 * u 0) := eq_at_zero hF x
  rw [← h, ← pow_two, div_mul_cancel₀ _ (pow_ne_zero 2 hne)]

/-- Let `u > 0` solve the Schrödinger equation with potential `V` at energy `e`, and let
`J' = u²`. The solutions for the potential `V - 2 (log u)''` at energy `e` are exactly the
functions `(c + d J) / u` with real `c` and `d`. -/
theorem partner_solutions {V u J : ℝ → ℝ} {e : ℝ} (hpos : ∀ x, 0 < u x)
    (hsol : Solves V e u) (hJ : ∀ x, HasDerivAt J (u x ^ 2) x) (φ : ℝ → ℝ) :
    Solves (darboux V u) e φ ↔ ∃ c d : ℝ, ∀ x, φ x = (c + d * J x) / u x := by
  obtain ⟨u₁, u₂, hu, eu⟩ := hsol
  constructor
  · rintro ⟨φ₁, φ₂, hφ, eφ⟩
    obtain ⟨d, hd⟩ := product_derivative hpos hu eu hφ eφ
    -- u φ - d J is constant
    have hG : ∀ x, HasDerivAt (fun y => φ y * u y - d * J y) 0 x := fun x =>
      (((hφ.first x).fun_mul (hu.first x)).fun_sub ((hJ x).const_mul d)).congr_deriv
        (by linear_combination hd x)
    refine ⟨φ 0 * u 0 - d * J 0, d, fun x => ?_⟩
    have h : φ x * u x - d * J x = φ 0 * u 0 - d * J 0 := eq_at_zero hG x
    rw [eq_div_iff (hpos x).ne']
    linear_combination h
  · rintro ⟨c, d, h⟩
    obtain rfl : φ = fun x => (c + d * J x) / u x := funext h
    have hN : ∀ x, HasDerivAt (fun y => c + d * J y) (d * u x ^ 2) x :=
      fun x => ((hJ x).const_mul d).const_add c
    refine ⟨fun x => d * u x - (c + d * J x) * u₁ x / (u x * u x),
      fun x => (2 * u₁ x ^ 2 - u x * u₂ x) * (c + d * J x) / u x ^ 3,
      ⟨fun x => ?_, fun x => ?_⟩, fun x => ?_⟩
    · have hne := (hpos x).ne'
      refine ((hN x).fun_div (hu.first x) hne).congr_deriv ?_
      field_simp
    · have hne := (hpos x).ne'
      refine (((hu.first x).const_mul d).fun_sub (((hN x).fun_mul (hu.second x)).fun_div
        ((hu.first x).fun_mul (hu.first x)) (mul_ne_zero hne hne))).congr_deriv ?_
      field_simp
      ring
    · have hne := (hpos x).ne'
      apply (partner_equation_iff hpos hu eu x _ _).2
      field_simp

/-- Let `u > 0` solve the Schrödinger equation with potential `V` at energy `e`, and let `N > 0`
with `N' = d u²`. Transforming `V` with `u` and then with `N / u` gives the potential `V - 2 (log
N)''`, for which `u / N` is a solution at energy `e`. -/
theorem double_darboux {V u N : ℝ → ℝ} {e d : ℝ} (hpos : ∀ x, 0 < u x)
    (hsol : Solves V e u) (hNpos : ∀ x, 0 < N x)
    (hN : ∀ x, HasDerivAt N (d * u x ^ 2) x) :
    darboux (darboux V u) (fun x => N x / u x) = darboux V N ∧
      Solves (darboux V N) e (fun x => u x / N x) := by
  obtain ⟨u₁, u₂, hu, eu⟩ := hsol
  have hN2 : HasTwoDerivs N (fun x => d * (u x * u x))
      (fun x => d * (u₁ x * u x + u x * u₁ x)) :=
    ⟨fun x => (hN x).congr_deriv (by ring),
      fun x => ((hu.first x).fun_mul (hu.first x)).const_mul d⟩
  have lu := log_hasTwoDerivs hu hpos
  have lN := log_hasTwoDerivs hN2 hNpos
  constructor
  · -- the logarithm of the quotient splits, and the terms in log u cancel
    have hlog : (fun y => Real.log (N y / u y))
        = fun y => Real.log (N y) - Real.log (u y) :=
      funext fun y => Real.log_div (hNpos y).ne' (hpos y).ne'
    have hq := HasTwoDerivs.mk (fun x => (lN.first x).fun_sub (lu.first x))
      (fun x => (lN.second x).fun_sub (lu.second x))
    funext x
    unfold darboux
    rw [hlog, hq.deriv_deriv x, lN.deriv_deriv x, lu.deriv_deriv x]
    ring
  · refine ⟨fun x => (u₁ x * N x - u x * (d * (u x * u x))) / (N x * N x),
      fun x => (u₂ x * N x - 2 * d * u x ^ 2 * u₁ x) / N x ^ 2
        - 2 * d * u x ^ 2 * (u₁ x * N x - d * u x ^ 3) / N x ^ 3,
      ⟨fun x => ?_, fun x => ?_⟩, fun x => ?_⟩
    · have hne := (hNpos x).ne'
      refine ((hu.first x).fun_div (hN2.first x) hne).congr_deriv ?_
      rw [pow_two]
    · have hne := (hNpos x).ne'
      refine ((((hu.second x).fun_mul (hN2.first x)).fun_sub
        ((hu.first x).fun_mul (hN2.second x))).fun_div
        ((hN2.first x).fun_mul (hN2.first x)) (mul_ne_zero hne hne)).congr_deriv ?_
      field_simp
      ring
    · have hne := (hNpos x).ne'
      have h2 : u₂ x = V x * u x - e * u x := by linarith [eu x]
      unfold darboux
      rw [lN.deriv_deriv x]
      simp only [h2]
      field_simp
      ring

/-- In the potential well `-2 / cosh² x`, the solutions at energy `-1` are exactly
`(c + d (x + sinh x cosh x) / 2) / cosh x` with real `c` and `d`. -/
theorem sech_well_solutions (φ : ℝ → ℝ) :
    Solves (fun x => -2 / Real.cosh x ^ 2) (-1) φ ↔
      ∃ c d : ℝ, ∀ x,
        φ x = (c + d * ((x + Real.sinh x * Real.cosh x) / 2)) / Real.cosh x := by
  have hc : HasTwoDerivs Real.cosh Real.sinh Real.cosh :=
    ⟨fun x => Real.hasDerivAt_cosh x, fun x => Real.hasDerivAt_sinh x⟩
  -- the well is the partner of the free particle for u = cosh
  have hV : darboux (fun _ => 0) Real.cosh = fun x => -2 / Real.cosh x ^ 2 := by
    funext x
    have hne := (Real.cosh_pos x).ne'
    have h0 : deriv (deriv (fun y => Real.log (Real.cosh y))) x
        = Real.cosh x / Real.cosh x - (Real.sinh x / Real.cosh x) ^ 2 :=
      (log_hasTwoDerivs hc Real.cosh_pos).deriv_deriv x
    have hs : Real.sinh x ^ 2 = Real.cosh x ^ 2 - 1 := by linarith [Real.cosh_sq x]
    unfold darboux
    rw [h0, div_pow, hs, div_self hne, sub_div, div_self (pow_ne_zero 2 hne)]
    ring
  rw [← hV]
  refine partner_solutions Real.cosh_pos ⟨Real.sinh, Real.cosh, hc, fun x => by simp⟩
    (fun x => ?_) φ
  refine (((hasDerivAt_id' x).fun_add ((Real.hasDerivAt_sinh x).fun_mul
    (Real.hasDerivAt_cosh x))).div_const 2).congr_deriv ?_
  linear_combination (-(1 / 2 : ℝ)) * Real.cosh_sq x

end

end DarbouxPartnerSolutions
```

```lean
#print axioms DarbouxPartnerSolutions.partner_solutions
#print axioms DarbouxPartnerSolutions.double_darboux
#print axioms DarbouxPartnerSolutions.sech_well_solutions
```

```
'DarbouxPartnerSolutions.partner_solutions' depends on axioms: [propext, Classical.choice, Quot.sound]
'DarbouxPartnerSolutions.double_darboux' depends on axioms: [propext, Classical.choice, Quot.sound]
'DarbouxPartnerSolutions.sech_well_solutions' depends on axioms: [propext, Classical.choice, Quot.sound]
```

## The solution space at energy $e$

The main theorem, `partner_solutions`, takes a potential $V$, a seed $u>0$ with $-u''+Vu=eu$, and a function $J$ with $J'=u^2$. It says that a function $\varphi$ solves

$$-\varphi''+\bigl(V-2(\log u)''\bigr)\varphi=e\varphi$$

on the whole line if and only if there are real constants $c,d$ with

$$\varphi(x)=\frac{c+d\,J(x)}{u(x)}\quad\text{for all }x.$$

The usual Darboux map $\chi\mapsto\chi'-(u'/u)\chi$ carries solutions for $V$ to solutions for the partner at the same energy. At energy $e$ it sends $u$ to zero and every other solution to a constant multiple of $1/u$, so it misses part of the partner's solution space. The formula above gives all of that space. The positive functions among these solutions are the possible seeds for a second transformation at the same energy. The theorem concerns the energy $e$ only; the map between solutions at other energies is not treated.

## How the Lean objects encode the physics

`HasTwoDerivs f f₁ f₂` says that $f_1=f'$ and $f_2=f''$ at every real point. `Solves V E φ` says that such derivatives exist for $\varphi$ and that the Schrödinger equation holds everywhere. It imposes no boundary condition and no normalisation, so growing solutions count, and so does the zero function.

The partner potential is `darboux V u`. It is written with Lean's `deriv`, which returns zero where a derivative fails to exist, but a positive, twice differentiable $u$ has a twice differentiable logarithm, so the value is the true one here.

The hypotheses of `partner_solutions` are these:

- `hpos` says that $u$ has no zeros and is positive. Physically, the seed is nodeless, which keeps the partner potential free of the singularities that nodes would produce.
- `hsol` says that $u$ solves the original equation at energy $e$. The seed need not be normalisable.
- `hJ` says that $J'=u^2$. One choice is $J(x)=\int_0^x u(t)^2\,dt$. Adding a constant to $J$ only changes $c$.

Continuity of $V$ is not assumed. Singular potentials such as a delta function are not covered, because $V$ is a real-valued function and solutions have second derivatives everywhere. Potentials with jumps, such as the finite square well, are not covered either: $u''=(V-e)u$ would then have a jump, which is impossible for a derivative that exists everywhere.

## From the partner equation to a constant ratio

Differentiating the logarithm twice gives

$$(\log u)'=\frac{u'}{u},\qquad (\log u)''=\frac{u''}{u}-\frac{u'^2}{u^2}.$$

The seed equation gives $V-e=u''/u$. Substituting both into the partner equation yields

$$\varphi''=\bigl(V-e-2(\log u)''\bigr)\varphi
=\left(\frac{2u'^2}{u^2}-\frac{u''}{u}\right)\varphi,$$

and multiplication by $u^2$ gives the equivalent form

$$\varphi''u^2=(2u'^2-uu'')\varphi. \tag{1}$$

Neither $V$ nor $e$ appears in (1).

Now let $W=(u\varphi)'=\varphi'u+\varphi u'$. Its derivative is $W'=\varphi''u+2\varphi'u'+\varphi u''$, and therefore

$$\left(\frac{W}{u^2}\right)'=\frac{W'u-2Wu'}{u^3}.$$

The numerator on the right is

$$\varphi''u^2+2\varphi'uu'+\varphi uu''-2\varphi'uu'-2\varphi u'^2
=\varphi''u^2-(2u'^2-uu'')\varphi,$$

which vanishes by (1). So $W/u^2$ is a constant $d$, and $(u\varphi)'=d\,u^2$. It follows that

$$(u\varphi-dJ)'=d\,u^2-d\,u^2=0.$$

Hence $u\varphi-dJ$ is a constant $c$, and division by $u$ gives the formula.

In Lean, `log_hasTwoDerivs` supplies the derivatives of the logarithm, and `partner_equation_iff` proves the equivalence with (1) at a single point, with $a$ and $b$ standing for $\varphi(x)$ and $\varphi''(x)$. Its `linear_combination` steps combine the assumed side of the equivalence, the seed equation and the formula for $(\log u)''$ with explicit coefficients; the reverse direction first cancels the nonzero factor $u^2$. The lemma `product_derivative` differentiates $W/u^2$ by the quotient rule and uses (1) to show that the numerator is zero.

The lemma `eq_at_zero` turns a zero derivative into a constant value by comparing with the origin. The constants in the proof are therefore explicit:

$$d=\frac{\varphi'(0)u(0)+\varphi(0)u'(0)}{u(0)^2},\qquad c=\varphi(0)u(0)-d\,J(0).$$

## Every choice of $c$ and $d$ gives a solution

For the converse, write $M=c+dJ$, so that $M'=d\,u^2$, and let $\varphi=M/u$. Then

$$\varphi'=\frac{M'}{u}-\frac{Mu'}{u^2}=d\,u-\frac{Mu'}{u^2}.$$

A second differentiation gives

$$\varphi''=d\,u'-\frac{d\,u^2u'+Mu''}{u^2}+\frac{2Mu'^2}{u^3}
=\frac{(2u'^2-uu'')M}{u^3},$$

because the two terms in $d\,u'$ cancel. Multiplying by $u^2$ and using $M/u=\varphi$ gives (1), and so the partner equation holds.

The second half of `partner_solutions` supplies these two derivatives explicitly. The quotient and product rules produce the derivatives in raw form, `field_simp` and `ring` bring them to the stated form, and `partner_equation_iff` returns from (1) to the Schrödinger equation.

## A second transformation at the same energy

Suppose that $N>0$ and $N'=d\,u^2$. Then $N-dJ$ is constant, so $N/u$ is a positive solution of the partner equation and can serve as the next seed. The theorem `double_darboux` identifies the resulting potential. Since $\log(N/u)=\log N-\log u$,

$$V-2(\log u)''-2\bigl(\log N-\log u\bigr)''=V-2(\log N)''.$$

The theorem also says that $\psi=u/N$ solves the equation with this new potential at energy $e$. To see this, use $N''=2d\,uu'$ to obtain

$$(\log N)''=\frac{2d\,uu'}{N}-\frac{d^2u^4}{N^2},$$

and differentiate $\psi$ twice:

$$\psi'=\frac{u'}{N}-\frac{d\,u^3}{N^2},\qquad
\psi''=\frac{u''}{N}-\frac{4d\,u^2u'}{N^2}+\frac{2d^2u^5}{N^3}.$$

Since

$$-2(\log N)''\psi=-\frac{4d\,u^2u'}{N^2}+\frac{2d^2u^5}{N^3},$$

all terms containing $d$ cancel in the Schrödinger equation:

$$-\psi''+\bigl(V-2(\log N)''\bigr)\psi=\frac{-u''+Vu}{N}=e\,\psi.$$

If $d=0$, then $N$ is constant, the potential returns to $V$, and $\psi$ is a multiple of $u$.

The Lean proof follows the same two parts. It splits the logarithm with `Real.log_div` and cancels the terms in $\log u$. For $u/N$ it supplies both derivatives, replaces $u''$ by $Vu-eu$, and finishes with `field_simp` and `ring`.

## The well $-2/\cosh^2x$ at energy $-1$

For the free particle, $V=0$, the function $u=\cosh x$ is positive and satisfies $-u''=-u$, so $e=-1$. It grows at both ends and is not a bound state, but it is a valid seed. Its partner potential is

$$-2(\log\cosh x)''=-2(1-\tanh^2x)=-\frac{2}{\cosh^2x}.$$

The function $J(x)=(x+\sinh x\cosh x)/2$ has the required derivative:

$$J'(x)=\frac{1+\cosh^2x+\sinh^2x}{2}=\cosh^2x.$$

The theorem `sech_well_solutions` therefore lists all solutions in this well at energy $-1$:

$$\varphi(x)=\frac{c+\frac d2\,(x+\sinh x\cosh x)}{\cosh x}.$$

Its proof computes the partner potential, rewrites the well in that form and applies `partner_solutions` with this $J$.

The choice $d=0$ gives multiples of $1/\cosh x$. Since $\int_{-\infty}^{\infty}dx/\cosh^2x=2$, the normalised bound state is $1/(\sqrt2\cosh x)$, up to sign. For $d\neq0$ the term $\tfrac d2\sinh x$ dominates at large $|x|$, and the solution is not normalisable. These observations about normalisation come from the short calculation given here, since the Lean theorem classifies solutions without regard to their norm.
